# Exact expansion of the Hylleraas functional along a real step, for real symmetric response matrices

For a finite set of complex orbital-rotation amplitudes X, a perturbation h and real symmetric matrices A and B, the Hylleraas functional is Re X†(AX + B conj(X)) + 2 Re X†h. The theorem `hylleraas_expansion` states that moving from X to X + tD, with t real and D any complex direction, changes it by exactly 2t Re D†(AX + B conj(X) + h) + t² Re D†(AD + B conj(D)). Neither X nor D need be normalised, and X need not solve the response equations. The attempt splits every overlap into real and imaginary parts, on which the response acts through A + B and A − B, and uses symmetry to equate the cross terms.

The first attempt, which Lean rejects:

```lean
import Mathlib

open Matrix

namespace HylleraasExpansion

noncomputable section

variable {n : Type*} [Fintype n]

/-- The real parts of a vector of complex orbital-rotation amplitudes. -/
def rePart (X : n → ℂ) : n → ℝ := fun i => (X i).re

/-- The imaginary parts of a vector of complex orbital-rotation amplitudes. -/
def imPart (X : n → ℂ) : n → ℝ := fun i => (X i).im

/-- The coupled-perturbed response operator `X ↦ A X + B conj(X)` built from real
matrices `A` and `B`. -/
def response (A B : Matrix n n ℝ) (X : n → ℂ) : n → ℂ :=
  A.map Complex.ofReal *ᵥ X + B.map Complex.ofReal *ᵥ star X

/-- The Hylleraas functional `Re X†(A X + B conj(X)) + 2 Re X†h` of the amplitudes `X`
in the perturbation `h`. -/
def hylleraas (A B : Matrix n n ℝ) (h X : n → ℂ) : ℝ :=
  (star X ⬝ᵥ response A B X).re + 2 * (star X ⬝ᵥ h).re

/-- The real part of the response operator acts on the real rotations alone, through `A + B`. -/
theorem rePart_response (A B : Matrix n n ℝ) (X : n → ℂ) :
    rePart (response A B X) = (A + B) *ᵥ rePart X := by
  ext i
  simp [rePart, response, Matrix.mulVec, dotProduct, add_mul, Finset.sum_add_distrib]

/-- The imaginary part of the response operator acts on the imaginary rotations alone,
through `A - B`. -/
theorem imPart_response (A B : Matrix n n ℝ) (X : n → ℂ) :
    imPart (response A B X) = (A - B) *ᵥ imPart X := by
  ext i
  simp [imPart, response, Matrix.mulVec, dotProduct, sub_eq_add_neg, add_mul,
    Finset.sum_add_distrib]

/-- The real part of the complex overlap `X†Y` is the sum of the overlaps of the real parts
and of the imaginary parts. -/
theorem re_star_dotProduct (X Y : n → ℂ) :
    (star X ⬝ᵥ Y).re = rePart X ⬝ᵥ rePart Y + imPart X ⬝ᵥ imPart Y := by
  simp [rePart, imPart, dotProduct, Finset.sum_add_distrib]

/-- For symmetric `A` and `B`, the Hylleraas functional along a direction `D` is a polynomial of
degree at most two in the real step `t`, whose linear coefficient is `2 Re D†R` with the residual
`R = A X + B conj(X) + h`. -/
theorem hylleraas_expansion {A B : Matrix n n ℝ} (hA : A.IsSymm) (hB : B.IsSymm)
    (h X D : n → ℂ) (t : ℝ) :
    hylleraas A B h (X + t • D) = hylleraas A B h X
      + t * (2 * (star D ⬝ᵥ (response A B X + h)).re)
      + t ^ 2 * (star D ⬝ᵥ response A B D).re := by
  have ra : ∀ Y Z : n → ℂ, rePart (Y + Z) = rePart Y + rePart Z := fun _ _ => rfl
  have ia : ∀ Y Z : n → ℂ, imPart (Y + Z) = imPart Y + imPart Z := fun _ _ => rfl
  have rs : rePart (t • D) = t • rePart D := by ext i; simp [rePart]
  have is : imPart (t • D) = t • imPart D := by ext i; simp [imPart]
  -- symmetry makes the two cross terms equal
  have sym : ∀ M : Matrix n n ℝ, M.IsSymm → ∀ u v : n → ℝ,
      u ⬝ᵥ (M *ᵥ v) = v ⬝ᵥ (M *ᵥ u) := by
    intro M hM u v
    rw [Matrix.dotProduct_mulVec, ← Matrix.mulVec_transpose, hM.eq, dotProduct_comm]
  have s1 := sym (A + B) (hA.add hB) (rePart X) (rePart D)
  have s2 := sym (A - B) (hA.sub hB) (imPart X) (imPart D)
  simp only [hylleraas, re_star_dotProduct, ra, ia, rs, is, rePart_response,
    imPart_response, Matrix.mulVec_add, Matrix.mulVec_smul, dotProduct_add, add_dotProduct,
    smul_dotProduct, dotProduct_smul, smul_eq_mul]
  linear_combination t * s1 + t * s2

end

end HylleraasExpansion
```

The compiler's answer:

```
Main.lean:69:2: error: ring failed, ring expressions not equal
n : Type u_1
inst✝ : Fintype n
A B : Matrix n n ℝ
hA : A.IsSymm
hB : B.IsSymm
h X D : n → ℂ
t : ℝ
ra : ∀ (Y Z : n → ℂ), rePart (Y + Z) = rePart Y + rePart Z
ia : ∀ (Y Z : n → ℂ), imPart (Y + Z) = imPart Y + imPart Z
rs : rePart (t • D) = t • rePart D
is : imPart (t • D) = t • imPart D
sym : ∀ (M : Matrix n n ℝ), M.IsSymm → ∀ (u v : n → ℝ), u ⬝ᵥ M *ᵥ v = v ⬝ᵥ M *ᵥ u
s1 : rePart X ⬝ᵥ (A + B) *ᵥ rePart D = rePart D ⬝ᵥ (A + B) *ᵥ rePart X
s2 : imPart X ⬝ᵥ (A - B) *ᵥ imPart D = imPart D ⬝ᵥ (A - B) *ᵥ imPart X
⊢ t * rePart D ⬝ᵥ (A + B) *ᵥ rePart X * 2 + t * imPart D ⬝ᵥ (A - B) *ᵥ imPart X * 2 + t * rePart D ⬝ᵥ rePart h * 2 +
        t * imPart D ⬝ᵥ imPart h * 2 -
      t * (star D ⬝ᵥ response A B X + star D ⬝ᵥ h).re * 2 =
    0
```

The repair, with which the file compiles:

```diff
@@ -64,5 +64,6 @@
   have s1 := sym (A + B) (hA.add hB) (rePart X) (rePart D)
   have s2 := sym (A - B) (hA.sub hB) (imPart X) (imPart D)
-  simp only [hylleraas, re_star_dotProduct, ra, ia, rs, is, rePart_response,
+  simp only [hylleraas, re_star_dotProduct]
+  simp only [ra, ia, rs, is, rePart_response,
     imPart_response, Matrix.mulVec_add, Matrix.mulVec_smul, dotProduct_add, add_dotProduct,
     smul_dotProduct, dotProduct_smul, smul_eq_mul]
```

The error says that `ring`, called by `linear_combination`, could not close the goal. The remaining goal shows why: it still contains `(star D ⬝ᵥ response A B X + star D ⬝ᵥ h).re`, while the terms that should cancel it are already written with `rePart` and `imPart`.

The single `simp only` call had both `re_star_dotProduct` and `dotProduct_add` available. Since `simp` simplifies subterms first, `dotProduct_add` split `star D ⬝ᵥ (response A B X + h)` inside the real part. The lemma `re_star_dotProduct` needs the real part of a single dot product, so it no longer matched, and no lemma in the list splits the real part of a sum. To `ring`, that real part is an opaque atom.

The repair divides the call in two. The first unfolds `hylleraas` and applies `re_star_dotProduct` while each overlap is still a single dot product. The second then expands the sums and scalar multiples, with `ra` and `ia` splitting the real and imaginary parts of `response A B X + h`. The unchanged `linear_combination` then closes the goal.
